# Permuting sites and rotating displacements orthogonally is an orthogonal operation

Displacements of a finite set of sites, each with finitely many real Cartesian components, are acted on by permuting the sites with `σ` and transforming the components by a matrix `R`. The combined operation is the Kronecker product of the permutation matrix P with `R`. The theorem states that if RᵀR = 1, then (P ⊗ R)ᵀ(P ⊗ R) = 1, so the combined operation is orthogonal too. The attempt first proves PᵀP = 1 entry by entry, then uses the rules for transposes and products of Kronecker products to reduce the claim to this fact and the hypothesis on `R`.

The failing Lean file:

```lean
import Mathlib

open Matrix
open scoped Kronecker

namespace IsotopologueSumRule

noncomputable section

variable {S κ : Type*} [Fintype S] [DecidableEq S] [Fintype κ] [DecidableEq κ]

/-- The matrix that moves site `j` to site `σ j`. -/
def sitePerm (σ : Equiv.Perm S) : Matrix S S ℝ :=
  of fun i j => if i = σ j then 1 else 0

/-- A linear operation on displacements: sites are permuted by `σ` and the Cartesian components are
transformed by `R`. -/
def siteOp (σ : Equiv.Perm S) (R : Matrix κ κ ℝ) : Matrix (S × κ) (S × κ) ℝ :=
  sitePerm σ ⊗ₖ R

/-- A site permutation combined with an orthogonal Cartesian transformation is orthogonal. -/
theorem siteOp_orthogonal (σ : Equiv.Perm S) {R : Matrix κ κ ℝ} (hR : Rᵀ * R = 1) :
    (siteOp σ R)ᵀ * siteOp σ R = 1 := by
  have hP : (sitePerm σ)ᵀ * sitePerm σ = 1 := by
    ext i j
    simp [sitePerm, Matrix.mul_apply, Matrix.one_apply]
  rw [siteOp, ← kroneckerMap_transpose, ← mul_kronecker_mul, hP, hR, one_kronecker_one]

end

end IsotopologueSumRule
```

The error:

```
Main.lean:24:46: error: unsolved goals
S : Type u_1
κ : Type u_2
inst✝³ : Fintype S
inst✝² : DecidableEq S
inst✝¹ : Fintype κ
inst✝ : DecidableEq κ
σ : Equiv.Perm S
R : Matrix κ κ ℝ
hR : Rᵀ * R = 1
i j : S
⊢ (if j = i then 1 else 0) = if i = j then 1 else 0
```

The error lies in the proof of PᵀP = 1. `simp` does evaluate the matrix product: its entry at `i`, `j` becomes 1 if `j = i` and 0 otherwise. On the other side, `Matrix.one_apply` writes the identity's entry with the condition `i = j`. The two expressions have the same value, because equality is symmetric, but `simp` did not turn one condition into the other, and the goal was left open.

The repair splits on whether `i = j`. If it holds, `subst` makes the two indices the same, and both entries are 1. If it fails, `hij` denies `i = j` and `hji` denies `j = i`; given both, `simp` can reduce each side to 0 whichever way round its condition is written. `Matrix.one_apply` is dropped because, once the cases are separated, `simp` can evaluate the identity's entry without it.

Fix (accepted with no message):

```diff
@@ -24,5 +24,9 @@
   have hP : (sitePerm σ)ᵀ * sitePerm σ = 1 := by
     ext i j
-    simp [sitePerm, Matrix.mul_apply, Matrix.one_apply]
+    by_cases hij : i = j
+    · subst hij
+      simp [sitePerm, Matrix.mul_apply]
+    · have hji : ¬ j = i := fun h => hij h.symm
+      simp [sitePerm, Matrix.mul_apply, hij, hji]
   rw [siteOp, ← kroneckerMap_transpose, ← mul_kronecker_mul, hP, hR, one_kronecker_one]
 
```
